# With no level at the chemical potential, the purified grand potential has a strict local minimum at the ground-state projector but no lower bound

For finitely many non-interacting levels with energies e_i, none equal to the chemical potential μ, put h_i = e_i − μ, let h be the diagonal matrix of the h_i, and let P be the projector on the levels with h_i < 0. On real symmetric matrices D, the function

Ω(D) = Tr[(3D² − 2D³)h]

is stationary at P, and P is its strict minimum within Frobenius distance 1/2, yet Ω is unbounded below. For density-matrix minimization with such a fixed, finite Hamiltonian, a low value of Ω alone is therefore no sign of being near P.

The matrices are real, and their rows and columns are labelled by a finite type `n` of levels.

In Lean 4 with Mathlib:

```lean
import Mathlib

open Matrix

namespace PurifiedGrandPotential

noncomputable section

variable {n : Type*} [Fintype n] [DecidableEq n]
```

The function `h : n → ℝ` holds the differences e_i − μ, and `diagonal h` is the Hamiltonian in its orthonormal eigenbasis, measured from μ. It does not depend on D, so self-consistency is not covered. D need be neither idempotent nor of fixed trace.

```lean
/-- The purified grand potential `Tr[(3D² - 2D³)h]`, where `h` is diagonal and holds the level
energies measured from the chemical potential. -/
def Omega (h : n → ℝ) (D : Matrix n n ℝ) : ℝ :=
  trace (((3 : ℝ) • (D * D) - (2 : ℝ) • (D * D * D)) * diagonal h)
```

The zero-temperature occupations are p_i = 1 if h_i < 0 and p_i = 0 otherwise.

```lean
/-- Zero-temperature occupation: one for a level below the chemical potential, else zero. -/
def occ (h : n → ℝ) (i : n) : ℝ := if h i < 0 then 1 else 0
```

They form the diagonal of P.

```lean
/-- The projector on the levels below the chemical potential. -/
def proj (h : n → ℝ) : Matrix n n ℝ := diagonal (occ h)
```

Distances are measured by ‖X‖ = √(Σ_ij X_ij²).

```lean
/-- The Frobenius norm of a real matrix. -/
def frobNorm (X : Matrix n n ℝ) : ℝ := √(∑ i, ∑ j, X i j ^ 2)
```

The curvature bound will involve min_i |h_i|, the distance from μ to the nearest level. This is not the gap between occupied and empty levels.

```lean
/-- The smallest distance of a level from the chemical potential. -/
def levelGap [Nonempty n] (h : n → ℝ) : ℝ :=
  Finset.univ.inf' Finset.univ_nonempty (fun i => |h i|)
```

For a displacement X, the part of Ω(P + X) quadratic in X is

Q(X) = Tr[(3X² − 2(PX² + XPX + X²P))h].

It is the coefficient of t² along the line P + tX, hence half the second derivative at t = 0.

```lean
/-- The part of `Omega` at `proj h + X` that is quadratic in `X`. -/
def quadPart (h : n → ℝ) (X : Matrix n n ℝ) : ℝ :=
  trace (((3 : ℝ) • (X * X) - (2 : ℝ) • (proj h * (X * X)
    + X * proj h * X + X * X * proj h)) * diagonal h)
```

Multiplying out Ω(P + tX) gives a linear term whose i-th diagonal contribution is

6(p_i − p_i²) X_ii h_i = 0,

because p_i is 0 or 1. What remains is

Ω(P + tX) = Ω(P) + t² Q(X) − 2t³ Tr(X³h).

In the proof, `key` multiplies out the matrix polynomial without commuting P and X, and `first` removes the linear term by treating the two occupations separately.

```lean
/-- Along any line through the projector the grand potential is a polynomial of degree at most
three without linear term. -/
theorem expansion (h : n → ℝ) (X : Matrix n n ℝ) (t : ℝ) :
    Omega h (proj h + t • X) = Omega h (proj h)
      + t ^ 2 * quadPart h X + t ^ 3 * (-2 * trace (X * X * X * diagonal h)) := by
  have lin : ∀ A L S K : Matrix n n ℝ,
      trace ((A + t • L + t ^ 2 • S + (t ^ 3 * (-2)) • K) * diagonal h)
      = trace (A * diagonal h) + t * trace (L * diagonal h) + t ^ 2 * trace (S * diagonal h)
        + (t ^ 3 * (-2)) * trace (K * diagonal h) := by
    intro A L S K
    simp only [add_mul, Matrix.smul_mul, trace_add, trace_smul, smul_eq_mul]
  -- the linear term vanishes because occupations are zero or one
  have first : trace (((3 : ℝ) • (proj h * X + X * proj h) - (2 : ℝ) • (proj h * (proj h * X)
      + proj h * X * proj h + X * proj h * proj h)) * diagonal h) = 0 := by
    unfold proj
    simp only [trace, diag_apply, mul_diagonal, diagonal_mul, Matrix.sub_apply,
      Matrix.smul_apply, Matrix.add_apply, smul_eq_mul]
    refine Finset.sum_eq_zero fun i _ => ?_
    unfold occ
    split_ifs <;> ring
  have key : ∀ P : Matrix n n ℝ,
      (3 : ℝ) • ((P + t • X) * (P + t • X))
        - (2 : ℝ) • ((P + t • X) * (P + t • X) * (P + t • X))
      = ((3 : ℝ) • (P * P) - (2 : ℝ) • (P * P * P))
        + t • ((3 : ℝ) • (P * X + X * P) - (2 : ℝ) • (P * (P * X) + P * X * P + X * P * P))
        + t ^ 2 • ((3 : ℝ) • (X * X) - (2 : ℝ) • (P * (X * X) + X * P * X + X * X * P))
        + (t ^ 3 * (-2)) • (X * X * X) := by
    intro P
    simp only [add_mul, mul_add, Matrix.smul_mul, Matrix.mul_smul, Matrix.mul_assoc]
    module
  unfold Omega quadPart
  rw [key, lin, first]
  ring
```

Differentiating at t = 0 gives zero for every X, symmetric or not.

```lean
/-- The first variation of the grand potential at the projector vanishes in every direction. -/
theorem first_variation (h : n → ℝ) (X : Matrix n n ℝ) :
    HasDerivAt (fun t : ℝ => Omega h (proj h + t • X)) 0 0 := by
  rw [funext (expansion h X)]
  have h1 := (((hasDerivAt_pow 2 (0 : ℝ)).mul_const (quadPart h X)).const_add
    (Omega h (proj h))).fun_add
    ((hasDerivAt_pow 3 (0 : ℝ)).mul_const (-2 * trace (X * X * X * diagonal h)))
  exact h1.congr_deriv (by simp)
```

The square of the norm is the sum of squared elements.

```lean
omit [DecidableEq n] in
/-- The squared Frobenius norm is the sum of the squared matrix elements. -/
theorem frobNorm_sq (X : Matrix n n ℝ) : frobNorm X ^ 2 = ∑ i, ∑ j, X i j ^ 2 :=
  Real.sq_sqrt (Finset.sum_nonneg fun _ _ => Finset.sum_nonneg fun _ _ => sq_nonneg _)
```

Let X be symmetric, and write r_i = Σ_j X_ij² and s_i = Σ_j p_j X_ij², so that 0 ≤ s_i ≤ r_i. Then (X²)_ii = r_i and (XPX)_ii = s_i, and level i contributes to Q(X) the amount

h_i(3r_i − 4p_i r_i − 2s_i).

For an occupied level this is |h_i|(r_i + 2s_i), and for an empty one it is |h_i|(3r_i − 2s_i). Both are at least |h_i| r_i, so

Q(X) ≥ W(X), where W(X) = Σ_i |h_i| r_i.

The facts `s0` and `s1` are the two bounds on s_i, and the final case split separates occupied from empty levels.

```lean
/-- For symmetric `X` the quadratic part is at least the sum of the squared elements of `X`, each
row weighted by the distance of its level from the chemical potential. -/
theorem weighted_le_quadPart (h : n → ℝ) {X : Matrix n n ℝ} (hX : X.IsSymm) :
    ∑ i, |h i| * ∑ j, X i j ^ 2 ≤ quadPart h X := by
  unfold quadPart proj
  simp only [trace, diag_apply]
  refine Finset.sum_le_sum fun i _ => ?_
  have hXX : (X * X) i i = ∑ j, X i j ^ 2 := by
    rw [Matrix.mul_apply]
    refine Finset.sum_congr rfl fun j _ => ?_
    rw [hX.apply i j]
    ring
  have hXPX : (X * diagonal (occ h) * X) i i = ∑ j, occ h j * X i j ^ 2 := by
    rw [Matrix.mul_apply]
    refine Finset.sum_congr rfl fun j _ => ?_
    rw [mul_diagonal, hX.apply i j]
    ring
  -- the occupied share of a row lies between zero and the whole row
  have s0 : 0 ≤ ∑ j, occ h j * X i j ^ 2 := Finset.sum_nonneg fun j _ => by
    unfold occ
    split_ifs <;> linarith [sq_nonneg (X i j)]
  have s1 : ∑ j, occ h j * X i j ^ 2 ≤ ∑ j, X i j ^ 2 := Finset.sum_le_sum fun j _ => by
    unfold occ
    split_ifs <;> linarith [sq_nonneg (X i j)]
  rw [mul_diagonal, Matrix.sub_apply, Matrix.smul_apply, Matrix.smul_apply,
    Matrix.add_apply, Matrix.add_apply, diagonal_mul, mul_diagonal, hXX, hXPX]
  simp only [smul_eq_mul]
  rcases lt_or_ge (h i) 0 with hi | hi
  · rw [abs_of_neg hi, show occ h i = 1 from if_pos hi]
    nlinarith [mul_nonneg s0 (neg_nonneg.2 hi.le)]
  · rw [abs_of_nonneg hi, show occ h i = 0 from if_neg (not_lt_of_ge hi)]
    nlinarith [mul_nonneg (sub_nonneg.2 s1) hi]
```

For the cubic term, symmetry gives

(X³)_ii = Σ_jk (X_ij X_ik) X_jk.

The Cauchy–Schwarz inequality over pairs (j, k), with Σ_jk (X_ij X_ik)² = r_i², yields

|(X³)_ii| ≤ ‖X‖ r_i.

```lean
omit [DecidableEq n] in
/-- A diagonal element of the cube of a symmetric matrix is at most, in absolute value, the
Frobenius norm times the squared length of the corresponding row. -/
theorem abs_cube_diag_le {X : Matrix n n ℝ} (hX : X.IsSymm) (i : n) :
    |(X * X * X) i i| ≤ frobNorm X * ∑ j, X i j ^ 2 := by
  have e : (X * X * X) i i = ∑ q : n × n, (X i q.1 * X i q.2) * X q.1 q.2 := by
    rw [Fintype.sum_prod_type, Matrix.mul_assoc, Matrix.mul_apply]
    refine Finset.sum_congr rfl fun j _ => ?_
    rw [Matrix.mul_apply, Finset.mul_sum]
    refine Finset.sum_congr rfl fun k _ => ?_
    rw [hX.apply i k]
    ring
  have r : ∑ q : n × n, (X i q.1 * X i q.2) ^ 2 = (∑ j, X i j ^ 2) ^ 2 := by
    rw [Fintype.sum_prod_type, sq (∑ j, X i j ^ 2), Finset.sum_mul_sum]
    exact Finset.sum_congr rfl fun j _ => Finset.sum_congr rfl fun k _ => by ring
  have f : ∑ q : n × n, X q.1 q.2 ^ 2 = frobNorm X ^ 2 :=
    (Fintype.sum_prod_type (fun q : n × n => X q.1 q.2 ^ 2)).trans (frobNorm_sq X).symm
  have cs := Finset.sum_mul_sq_le_sq_mul_sq Finset.univ
    (fun q : n × n => X i q.1 * X i q.2) (fun q => X q.1 q.2)
  rw [r, f, ← e] at cs
  exact abs_le_of_sq_le_sq (by rw [mul_pow]; linarith)
    (mul_nonneg (Real.sqrt_nonneg _) (Finset.sum_nonneg fun _ _ => sq_nonneg _))
```

Multiplying by |h_i| and summing gives Tr(X³h) ≤ ‖X‖ W(X), which is `cub` below. The expansion at t = 1 then gives

Ω(P + X) − Ω(P) ≥ (1 − 2‖X‖) W(X).

```lean
/-- A symmetric displacement `X` from the projector changes the grand potential by at least
`1 - 2‖X‖` times the sum of squared elements weighted by level distance. -/
theorem growth (h : n → ℝ) {X : Matrix n n ℝ} (hX : X.IsSymm) :
    (1 - 2 * frobNorm X) * ∑ i, |h i| * ∑ j, X i j ^ 2
      ≤ Omega h (proj h + X) - Omega h (proj h) := by
  have ex := expansion h X 1
  rw [one_smul] at ex
  -- the cubic term is controlled by the same weighted sum as the quadratic one
  have cub : trace (X * X * X * diagonal h) ≤ frobNorm X * ∑ i, |h i| * ∑ j, X i j ^ 2 := by
    simp only [trace, diag_apply, mul_diagonal]
    rw [Finset.mul_sum]
    refine Finset.sum_le_sum fun i _ => ?_
    calc (X * X * X) i i * h i ≤ |(X * X * X) i i| * |h i| := by
          rw [← abs_mul]
          exact le_abs_self _
      _ ≤ (frobNorm X * ∑ j, X i j ^ 2) * |h i| :=
        mul_le_mul_of_nonneg_right (abs_cube_diag_le hX i) (abs_nonneg _)
      _ = frobNorm X * (|h i| * ∑ j, X i j ^ 2) := by ring
  linarith [weighted_le_quadPart h hX]
```

For the runaway, move along X = h, the diagonal matrix itself. The coefficient of t³ is −2K with K = Σ_i h_i⁴, and K > 0 as soon as one h_i is non-zero. To get below a given B, write a = Ω(P) and Q = Q(h), and take

t = 1 + (|Q| + |a| + |B|)/K.

Since t ≥ 1, the cubic term outweighs the others:

a + t²Q − 2t³K ≤ −|B| − t²K < B.

```lean
/-- If some level lies off the chemical potential, the grand potential takes arbitrarily low values
on symmetric matrices. -/
theorem unbounded_below (h : n → ℝ) {i : n} (hi : h i ≠ 0) (B : ℝ) :
    ∃ D : Matrix n n ℝ, D.IsSymm ∧ Omega h D < B := by
  have cubic : ∀ a Q K : ℝ, 0 < K → ∃ t : ℝ, a + t ^ 2 * Q + t ^ 3 * (-2 * K) < B := by
    intro a Q K hK
    obtain ⟨t, ht, htK⟩ : ∃ t : ℝ, 1 ≤ t ∧ t * K = K + (|Q| + |a| + |B|) :=
      ⟨1 + (|Q| + |a| + |B|) / K, le_add_of_nonneg_right (by positivity),
        by rw [add_mul, one_mul, div_mul_cancel₀ _ hK.ne']⟩
    have e : t ^ 3 * (-2 * K) = -2 * t ^ 2 * (K + (|Q| + |a| + |B|)) := by
      linear_combination (-2 * t ^ 2) * htK
    have p1 := mul_nonneg (sq_nonneg t) (sub_nonneg.2 (le_abs_self Q))
    have p2 := mul_nonneg (sub_nonneg.2 (one_le_pow₀ ht : 1 ≤ t ^ 2))
      (add_nonneg (abs_nonneg a) (abs_nonneg B))
    have p3 : 0 < t ^ 2 * K := by positivity
    have p4 : 0 ≤ t ^ 2 * (|Q| + |a| + |B|) := by positivity
    refine ⟨t, ?_⟩
    rw [e]
    linarith [le_abs_self a, neg_abs_le B]
  -- along the direction `h` itself the cubic coefficient is negative
  have hK : 0 < trace (diagonal h * diagonal h * diagonal h * diagonal h) := by
    simp only [diagonal_mul_diagonal, trace_diagonal]
    exact Finset.sum_pos' (fun k _ => by linarith [mul_self_nonneg (h k * h k)])
      ⟨i, Finset.mem_univ i, by linarith [mul_self_pos.2 (mul_ne_zero hi hi)]⟩
  obtain ⟨t, ht⟩ := cubic (Omega h (proj h)) (quadPart h (diagonal h)) _ hK
  refine ⟨proj h + t • diagonal h, ?_, by rw [expansion]; exact ht⟩
  simp [Matrix.IsSymm, proj]
```

The final theorem assumes at least one level and `h0`, that no h_i vanishes. Physically, no level sits at μ, where its occupation would cost nothing and the ground state would be ambiguous. Its five parts say that

- the first variation at P vanishes in every direction;
- min_i |h_i| is positive;
- Q(X) ≥ min_i |h_i| ‖X‖² for symmetric X;
- Ω(D) > Ω(P) for symmetric D ≠ P with ‖D − P‖ < 1/2;
- Ω falls below every real B on symmetric matrices.

The third part follows from W(X) ≥ min_i |h_i| Σ_i r_i. For the fourth, set X = D − P: some element of X is non-zero, so W(X) > 0, and 1 − 2‖X‖ > 0. The radius 1/2 suffices for every spectrum allowed by `h0`, but it need not be the largest possible: for a single level, 3/2 would do.

```lean
/-- With at least one level and none at the chemical potential, the projector is a stationary point.
For symmetric `X` the quadratic part is at least the squared Frobenius norm of `X` times the
smallest distance of a level from the chemical potential, which is positive. The projector is the
strict minimum among symmetric matrices within Frobenius distance 1/2, yet the grand potential is
unbounded below on symmetric matrices. -/
theorem strict_local_min_but_unbounded [Nonempty n] (h : n → ℝ) (h0 : ∀ i, h i ≠ 0) :
    (∀ X : Matrix n n ℝ, HasDerivAt (fun t : ℝ => Omega h (proj h + t • X)) 0 0) ∧
    0 < levelGap h ∧
    (∀ X : Matrix n n ℝ, X.IsSymm → levelGap h * frobNorm X ^ 2 ≤ quadPart h X) ∧
    (∀ D : Matrix n n ℝ, D.IsSymm → D ≠ proj h → frobNorm (D - proj h) < 1 / 2 →
      Omega h (proj h) < Omega h D) ∧
    (∀ B : ℝ, ∃ D : Matrix n n ℝ, D.IsSymm ∧ Omega h D < B) := by
  refine ⟨first_variation h, (Finset.lt_inf'_iff _).2 fun i _ => abs_pos.2 (h0 i), ?_, ?_,
    unbounded_below h (h0 (Classical.arbitrary n))⟩
  · intro X hX
    refine le_trans ?_ (weighted_le_quadPart h hX)
    rw [frobNorm_sq, Finset.mul_sum]
    exact Finset.sum_le_sum fun i _ => mul_le_mul_of_nonneg_right
      (Finset.inf'_le (fun i => |h i|) (Finset.mem_univ i))
      (Finset.sum_nonneg fun _ _ => sq_nonneg _)
  · intro D hD hne hr
    obtain ⟨i, j, hij⟩ : ∃ i j, (D - proj h) i j ≠ 0 := by
      by_contra! hc
      refine hne (sub_eq_zero.1 ?_)
      ext i j
      exact hc i j
    have hp : 0 < (D - proj h) i j ^ 2 := by positivity
    -- a non-zero displacement has a positive weighted sum
    have W : 0 < ∑ i, |h i| * ∑ j, (D - proj h) i j ^ 2 := Finset.sum_pos'
      (fun _ _ => mul_nonneg (abs_nonneg _) (Finset.sum_nonneg fun _ _ => sq_nonneg _))
      ⟨i, Finset.mem_univ i, mul_pos (abs_pos.2 (h0 i))
        (Finset.sum_pos' (fun _ _ => sq_nonneg _) ⟨j, Finset.mem_univ j, hp⟩)⟩
    have g := growth h (hD.sub (diagonal_transpose _) : (D - proj h).IsSymm)
    rw [add_sub_cancel] at g
    linarith [mul_pos (show 0 < 1 - 2 * frobNorm (D - proj h) by linarith) W]

end

end PurifiedGrandPotential
```

```lean
#print axioms PurifiedGrandPotential.strict_local_min_but_unbounded
```

```
'PurifiedGrandPotential.strict_local_min_but_unbounded' depends on axioms: [propext, Classical.choice, Quot.sound]
```
